# LDA exchange at zero spin density: a negative triplet kernel equal to the charge kernel

Take a point in space with total electron density 2, one unit in each spin channel, and give each channel of density \(x\) the exchange energy density \(-Cx^{4/3}\) with \(C>0\). Moving \(s/2\) from the down channel to the up channel gives

\[
-C\left[(1+\tfrac s2)^{4/3}+(1-\tfrac s2)^{4/3}\right]=-2C-\tfrac{C}{9}s^2+O(s^4).
\]

The linear terms cancel and the quadratic terms add. If instead \(t/2\) is added to both channels, the result is

\[
-2C(1+\tfrac t2)^{4/3}=-2C-\tfrac{4C}{3}t-\tfrac{C}{9}t^2+O(t^3).
\]

The linear term survives, but the quadratic coefficient is the same, because squaring removes the sign of each channel's change.

In closed-shell calculations of NMR spin-spin couplings, the Fermi-contact and spin-dipole perturbations induce a spin density, and this curvature is the exchange kernel in that response when exchange is treated in the LDA; correlation is left out here.

## Energy density, potentials and kernels

```lean
import Mathlib

noncomputable section

namespace LDATripletKernel
```

These lines load Mathlib, Lean's mathematical library, and open a namespace for the names that follow.

```lean
/-- LDA exchange energy density at total density `ρ` and spin density `s`, with `|s| ≤ ρ`;
the two spin channels have densities `(ρ + s) / 2` and `(ρ - s) / 2`. -/
def exchange (C ρ s : ℝ) : ℝ :=
  -C * (((ρ + s) / 2) ^ (4 / 3 : ℝ) + ((ρ - s) / 2) ^ (4 / 3 : ℝ))
```

With total density \(\rho\) and spin density \(s\) (up minus down), the channel densities are \(a=(\rho+s)/2\) and \(b=(\rho-s)/2\), and

\[
e(\rho,s)=-C\left(a^{4/3}+b^{4/3}\right).
\]

The constant \(C\) sets the strength of exchange in the uniform electron gas; in atomic units it is \(\tfrac32(3/4\pi)^{1/3}\). The arguments are plain real numbers, the densities at one point. The annotation `(4 / 3 : ℝ)` makes the exponent a real number.

```lean
/-- The spin potential, a difference of cube roots of the channel densities, for `|s| ≤ ρ`. -/
def spinPotential (C ρ s : ℝ) : ℝ :=
  -(2 * C / 3) * (((ρ + s) / 2) ^ (1 / 3 : ℝ) - ((ρ - s) / 2) ^ (1 / 3 : ℝ))
```

This names the expression \(v_s=-\tfrac{2C}{3}(a^{1/3}-b^{1/3})\). That it is a derivative of \(e\) is proved below.

```lean
/-- The charge potential, a sum of cube roots of the channel densities, for `|s| ≤ ρ`. -/
def chargePotential (C ρ s : ℝ) : ℝ :=
  -(2 * C / 3) * (((ρ + s) / 2) ^ (1 / 3 : ℝ) + ((ρ - s) / 2) ^ (1 / 3 : ℝ))
```

The charge potential has a plus sign: \(v_\rho=-\tfrac{2C}{3}(a^{1/3}+b^{1/3})\).

```lean
/-- The diagonal exchange kernel, for `|s| < ρ`. -/
def diagonalKernel (C ρ s : ℝ) : ℝ :=
  -(C / 9) * (((ρ + s) / 2) ^ (-2 / 3 : ℝ) + ((ρ - s) / 2) ^ (-2 / 3 : ℝ))
```

The diagonal kernel is \(K=-\tfrac C9(a^{-2/3}+b^{-2/3})\). One expression will serve for both spin and charge.

```lean
/-- The mixed charge-spin exchange kernel, for `|s| < ρ`. -/
def mixedKernel (C ρ s : ℝ) : ℝ :=
  -(C / 9) * (((ρ + s) / 2) ^ (-2 / 3 : ℝ) - ((ρ - s) / 2) ^ (-2 / 3 : ℝ))
```

The mixed kernel is \(M=-\tfrac C9(a^{-2/3}-b^{-2/3})\).

## First derivatives

```lean
/-- The derivative of the exchange energy density with respect to the spin density is the
spin potential. -/
theorem hasDerivAt_spin (C ρ s : ℝ) :
    HasDerivAt (exchange C ρ) (spinPotential C ρ s) s := by
  have hu : HasDerivAt (fun t : ℝ => (ρ + t) / 2) (1 / 2) s :=
    ((hasDerivAt_id' s).const_add ρ).div_const 2
  have hv : HasDerivAt (fun t : ℝ => (ρ - t) / 2) (-1 / 2) s :=
    ((hasDerivAt_id' s).const_sub ρ).div_const 2
  have h := ((hu.rpow_const (p := 4 / 3) (Or.inr (by norm_num))).fun_add
    (hv.rpow_const (p := 4 / 3) (Or.inr (by norm_num)))).const_mul (-C)
  refine h.congr_deriv ?_
  rw [show (4 / 3 : ℝ) - 1 = 1 / 3 by norm_num]
  unfold spinPotential
  ring
```

`HasDerivAt f f' x` says that `f` is differentiable at `x` with derivative `f'`. Here `exchange C ρ`, with its last argument left open, is the function \(s\mapsto e(\rho,s)\). By hand, \(\partial a/\partial s=\tfrac12\) and \(\partial b/\partial s=-\tfrac12\), so

\[
\frac{\partial e}{\partial s}=-C\cdot\frac43\left(\frac{a^{1/3}}2-\frac{b^{1/3}}2\right)=v_s .
\]

In the proof, `hu` and `hv` are the two inner derivatives, `rpow_const` is the power rule, and `ring` collects the factors. The theorem has no restriction on \(s\), since Mathlib also assigns values to real powers of negative numbers; the physical range is \(|s|\le\rho\).

```lean
/-- The derivative of the exchange energy density with respect to the total density is the
charge potential. -/
theorem hasDerivAt_charge (C ρ s : ℝ) :
    HasDerivAt (fun r => exchange C r s) (chargePotential C ρ s) ρ := by
  have hu : HasDerivAt (fun r : ℝ => (r + s) / 2) (1 / 2) ρ :=
    ((hasDerivAt_id' ρ).add_const s).div_const 2
  have hv : HasDerivAt (fun r : ℝ => (r - s) / 2) (1 / 2) ρ :=
    ((hasDerivAt_id' ρ).sub_const s).div_const 2
  have h := ((hu.rpow_const (p := 4 / 3) (Or.inr (by norm_num))).fun_add
    (hv.rpow_const (p := 4 / 3) (Or.inr (by norm_num)))).const_mul (-C)
  refine h.congr_deriv ?_
  rw [show (4 / 3 : ℝ) - 1 = 1 / 3 by norm_num]
  unfold chargePotential
  ring
```

Now \(\rho\) varies at fixed \(s\), written `fun r => exchange C r s`. Both inner derivatives are \(+\tfrac12\), so the cube roots add and \(\partial e/\partial\rho=v_\rho\).

## Second derivatives under partial polarisation

```lean
/-- For `|s| < ρ` the second derivative of the exchange energy density in the spin density and
the second derivative in the total density are both equal to the diagonal kernel. -/
theorem spin_and_charge_kernels (C : ℝ) {ρ s : ℝ} (hs : |s| < ρ) :
    HasDerivAt (deriv (exchange C ρ)) (diagonalKernel C ρ s) s ∧
    HasDerivAt (deriv (fun r => exchange C r s)) (diagonalKernel C ρ s) ρ := by
  obtain ⟨h1, h2⟩ := abs_lt.mp hs
  -- both channel densities are positive, so the cube roots are differentiable
  have ha : (ρ + s) / 2 ≠ 0 := by linarith
  have hb : (ρ - s) / 2 ≠ 0 := by linarith
  constructor
  · have hd : deriv (exchange C ρ) = spinPotential C ρ :=
      funext fun t => (hasDerivAt_spin C ρ t).deriv
    rw [hd]
    have hu : HasDerivAt (fun t : ℝ => (ρ + t) / 2) (1 / 2) s :=
      ((hasDerivAt_id' s).const_add ρ).div_const 2
    have hv : HasDerivAt (fun t : ℝ => (ρ - t) / 2) (-1 / 2) s :=
      ((hasDerivAt_id' s).const_sub ρ).div_const 2
    have h := ((hu.rpow_const (p := 1 / 3) (Or.inl ha)).fun_sub
      (hv.rpow_const (p := 1 / 3) (Or.inl hb))).const_mul (-(2 * C / 3))
    refine h.congr_deriv ?_
    rw [show (1 / 3 : ℝ) - 1 = -2 / 3 by norm_num]
    unfold diagonalKernel
    ring
  · have hd : deriv (fun r => exchange C r s) = fun r => chargePotential C r s :=
      funext fun r => (hasDerivAt_charge C r s).deriv
    rw [hd]
    have hu : HasDerivAt (fun r : ℝ => (r + s) / 2) (1 / 2) ρ :=
      ((hasDerivAt_id' ρ).add_const s).div_const 2
    have hv : HasDerivAt (fun r : ℝ => (r - s) / 2) (1 / 2) ρ :=
      ((hasDerivAt_id' ρ).sub_const s).div_const 2
    have h := ((hu.rpow_const (p := 1 / 3) (Or.inl ha)).fun_add
      (hv.rpow_const (p := 1 / 3) (Or.inl hb))).const_mul (-(2 * C / 3))
    refine h.congr_deriv ?_
    rw [show (1 / 3 : ℝ) - 1 = -2 / 3 by norm_num]
    unfold diagonalKernel
    ring
```

The function `deriv f` is the derivative of `f`, so the statement concerns true second derivatives of the energy density. For \(|s|<\rho\),

\[
\frac{\partial^2 e}{\partial s^2}
=-\frac{2C}{3}\cdot\frac13\left(\frac{a^{-2/3}}2+\frac{b^{-2/3}}2\right)=K .
\]

The minus sign in \(v_s\) meets the minus sign of \(\partial b/\partial s\), and the two cancel. Differentiating \(v_\rho\) in \(\rho\) involves only plus signs and gives the same \(K\). The spin and charge kernels therefore agree at every partial polarisation.

In each half, `hd` replaces the first derivative by the potential already found, and the power rule is applied again. A cube root is not differentiable at zero, so the rule needs nonzero bases; `ha` and `hb` supply them from \(|s|<\rho\).

```lean
/-- For `|s| < ρ` the derivative of the spin derivative with respect to the total density is
the mixed kernel. -/
theorem charge_spin_kernel (C : ℝ) {ρ s : ℝ} (hs : |s| < ρ) :
    HasDerivAt (fun r => deriv (exchange C r) s) (mixedKernel C ρ s) ρ := by
  obtain ⟨h1, h2⟩ := abs_lt.mp hs
  have ha : (ρ + s) / 2 ≠ 0 := by linarith
  have hb : (ρ - s) / 2 ≠ 0 := by linarith
  have hd : (fun r => deriv (exchange C r) s) = fun r => spinPotential C r s :=
    funext fun r => (hasDerivAt_spin C r s).deriv
  rw [hd]
  have hu : HasDerivAt (fun r : ℝ => (r + s) / 2) (1 / 2) ρ :=
    ((hasDerivAt_id' ρ).add_const s).div_const 2
  have hv : HasDerivAt (fun r : ℝ => (r - s) / 2) (1 / 2) ρ :=
    ((hasDerivAt_id' ρ).sub_const s).div_const 2
  have h := ((hu.rpow_const (p := 1 / 3) (Or.inl ha)).fun_sub
    (hv.rpow_const (p := 1 / 3) (Or.inl hb))).const_mul (-(2 * C / 3))
  refine h.congr_deriv ?_
  rw [show (1 / 3 : ℝ) - 1 = -2 / 3 by norm_num]
  unfold mixedKernel
  ring
```

Here the spin derivative is taken first and then differentiated in \(\rho\). Both inner derivatives are \(+\tfrac12\), so the minus sign in \(v_s\) remains:

\[
\frac{\partial}{\partial\rho}\frac{\partial e}{\partial s}
=-\frac C9\left(a^{-2/3}-b^{-2/3}\right)=M .
\]

The proof repeats the pattern of the previous theorem.

```lean
/-- For `C > 0` and `|s| < ρ`, the mixed second derivative of the exchange energy density in
total density and spin density vanishes exactly when the spin density is zero. -/
theorem charge_spin_decouple_iff {C ρ s : ℝ} (hC : 0 < C) (hs : |s| < ρ) :
    deriv (fun r => deriv (exchange C r) s) ρ = 0 ↔ s = 0 := by
  rw [(charge_spin_kernel C hs).deriv]
  obtain ⟨h1, h2⟩ := abs_lt.mp hs
  unfold mixedKernel
  constructor
  · intro h
    have h0 := (mul_eq_zero.mp h).resolve_left (neg_ne_zero.mpr (by positivity))
    -- equal powers of positive channel densities force equal densities
    have hab := (Real.rpow_left_inj (by linarith : 0 ≤ (ρ + s) / 2)
      (by linarith : 0 ≤ (ρ - s) / 2) (by norm_num : (-2 / 3 : ℝ) ≠ 0)).mp (sub_eq_zero.mp h0)
    linarith
  · rintro rfl
    simp
```

For \(C>0\) and \(|s|<\rho\), the mixed derivative vanishes exactly when \(s=0\). If \(M=0\), then dividing by \(-C/9\) gives \(a^{-2/3}=b^{-2/3}\). Distinct positive numbers have distinct powers with exponent \(-2/3\), so \(a=b\), which means \(s=0\). Conversely, \(s=0\) makes the two terms equal. `Real.rpow_left_inj` is the step from equal powers to equal bases. Within this exchange model, charge and spin changes thus decouple to second order at zero spin density, and at no other partial polarisation.

## The closed-shell point

```lean
/-- For `C > 0` and `ρ > 0`, at zero spin density the first spin derivative of LDA exchange
vanishes, and the second one, the triplet kernel, is `-(2C/9)(ρ/2)^(-2/3)`. This value is also
the second density derivative of the unpolarised energy density, and it is negative. -/
theorem triplet_kernel {C ρ : ℝ} (hC : 0 < C) (hρ : 0 < ρ) :
    HasDerivAt (exchange C ρ) 0 0 ∧
    HasDerivAt (deriv (exchange C ρ)) (-(2 * C / 9) * (ρ / 2) ^ (-2 / 3 : ℝ)) 0 ∧
    HasDerivAt (deriv (fun r => exchange C r 0))
      (-(2 * C / 9) * (ρ / 2) ^ (-2 / 3 : ℝ)) ρ ∧
    -(2 * C / 9) * (ρ / 2) ^ (-2 / 3 : ℝ) < 0 := by
  have hK : diagonalKernel C ρ 0 = -(2 * C / 9) * (ρ / 2) ^ (-2 / 3 : ℝ) := by
    unfold diagonalKernel
    rw [add_zero, sub_zero]
    ring
  have h0 : |(0 : ℝ)| < ρ := by rwa [abs_zero]
  obtain ⟨hspin, hcharge⟩ := spin_and_charge_kernels C h0
  refine ⟨(hasDerivAt_spin C ρ 0).congr_deriv (by simp [spinPotential]),
    hspin.congr_deriv hK, hcharge.congr_deriv hK, ?_⟩
  have hp : 0 < (ρ / 2) ^ (-2 / 3 : ℝ) := Real.rpow_pos_of_pos (by positivity) _
  nlinarith [mul_pos hC hp]
```

The hypotheses are \(C>0\) and \(\rho>0\). The four parts joined by `∧` say, in order:

- \(\partial e/\partial s=0\) at \(s=0\);
- the second spin derivative there, the triplet kernel, is \(-\tfrac{2C}{9}(\rho/2)^{-2/3}\);
- the second derivative of \(e(\rho,0)\) in \(\rho\) has the same value;
- this value is negative.

By hand, set \(a=b=\rho/2\). Then \(v_s=0\), and

\[
K=-\frac C9\cdot2\left(\frac\rho2\right)^{-2/3}=-\frac{2C}{9}\left(\frac\rho2\right)^{-2/3}<0,
\]

since a power of a positive number is positive. At \(\rho=2\) this is \(-2C/9\), twice the quadratic coefficient of the opening example. In Lean, `hK` is this evaluation of \(K\), `spin_and_charge_kernels` supplies both second derivatives, and `hp` gives the positivity behind the sign.

## Finite spin densities

```lean
/-- For `C > 0`, a nonzero spin density with `|s| ≤ ρ` strictly lowers the LDA exchange energy
density at fixed total density. -/
theorem exchange_lt_unpolarised {C ρ s : ℝ} (hC : 0 < C) (hs : |s| ≤ ρ) (hne : s ≠ 0) :
    exchange C ρ s < exchange C ρ 0 := by
  obtain ⟨h1, h2⟩ := abs_le.mp hs
  have ha : (ρ + s) / 2 ∈ Set.Ici (0 : ℝ) := Set.mem_Ici.mpr (by linarith)
  have hb : (ρ - s) / 2 ∈ Set.Ici (0 : ℝ) := Set.mem_Ici.mpr (by linarith)
  have hab : (ρ + s) / 2 ≠ (ρ - s) / 2 := fun h => hne (by linarith)
  -- strict convexity at the midpoint of the two channel densities
  have h := (strictConvexOn_rpow (by norm_num : (1 : ℝ) < 4 / 3)).2 ha hb hab
    (by norm_num : (0 : ℝ) < 1 / 2) (by norm_num : (0 : ℝ) < 1 / 2) (by norm_num)
  simp only [smul_eq_mul] at h
  rw [show 1 / 2 * ((ρ + s) / 2) + 1 / 2 * ((ρ - s) / 2) = ρ / 2 by ring] at h
  unfold exchange
  rw [add_zero, sub_zero]
  nlinarith [mul_lt_mul_of_pos_left h hC]

end LDATripletKernel
```

The negative kernel describes infinitesimal \(s\). This theorem covers every nonzero \(s\) with \(|s|\le\rho\), full polarisation included. Since \(x^{4/3}\) is strictly convex for \(x\ge0\) and \(a\ne b\),

\[
\left(\frac\rho2\right)^{4/3}=\left(\frac{a+b}2\right)^{4/3}<\frac{a^{4/3}+b^{4/3}}2 .
\]

Multiplying by \(-2C\) reverses the inequality and gives \(e(\rho,s)<e(\rho,0)\). The proof takes convexity from `strictConvexOn_rpow` with weights \(\tfrac12,\tfrac12\), and `nlinarith` completes the multiplication by \(C\). The comparison concerns the exchange energy density alone; the kinetic energy also changes on polarisation, so the sign of the total energy change is left open.

```lean
#print axioms LDATripletKernel.charge_spin_decouple_iff
-- 'LDATripletKernel.charge_spin_decouple_iff' depends on axioms: [propext, Classical.choice, Quot.sound]
#print axioms LDATripletKernel.triplet_kernel
-- 'LDATripletKernel.triplet_kernel' depends on axioms: [propext, Classical.choice, Quot.sound]
#print axioms LDATripletKernel.exchange_lt_unpolarised
-- 'LDATripletKernel.exchange_lt_unpolarised' depends on axioms: [propext, Classical.choice, Quot.sound]
```
